# The London dispersion limit for two identical Drude oscillators in d dimensions

The zero-point energy is represented here by matrices, without a Hilbert space. A frequency matrix, in units of the oscillator frequency \(w\), is a real matrix \(A\) with \(x\cdot Ax\ge 0\) for all \(x\), whose square is a given stiffness matrix in units of \(w^2\). The coupled system below separates into two sets of \(d\) modes, each with its own stiffness matrix. The quantum input is the rule that each normal mode of frequency \(\omega\) contributes \(\omega/2\), with \(\hbar=1\). This rule is assumed; the frequencies are derived.

## Two oscillators and a dipole coupling

Two isotropic oscillators of unit mass have displacements \(x,y\in\mathbb R^d\). Their separation has length \(R\) and direction \(e\), a unit vector. The potential energy is

\[
V=\frac{w^2}{2}\left(x\cdot x+y\cdot y+2s\,x\cdot Ty\right),\qquad T=1-d\,ee^{T},\qquad s=\frac{\alpha}{R^d}.
\]

The tensor \(T\) gives the angular form of the dipole interaction for the Coulomb potential that belongs to \(d\)-dimensional space. The case \(d=2\) is therefore not a planar layer with ordinary \(1/R\) electrostatics. The constant \(\alpha\) stands for the polarisability, with the electrostatic prefactors absorbed.

## Normal modes and their frequencies

In the normalised coordinates \(q_\pm=(x\pm y)/\sqrt2\), the symmetry of \(T\) gives

\[
V=\frac{w^2}{2}\left(q_+\cdot(1+sT)q_++q_-\cdot(1-sT)q_-\right).
\]

Perpendicular to \(e\), \(T\) acts as \(1\), in \(d-1\) directions; along \(e\) it acts as \(1-d\). The frequencies are thus \(w\sqrt{1\pm s}\), each \(d-1\) times, and \(w\sqrt{1\mp(d-1)s}\), each once. Half their sum, minus the value \(dw\) for the two uncoupled oscillators, is the interaction energy

\[
E(s)=\frac w2\Big((d-1)\big(\sqrt{1+s}+\sqrt{1-s}\big)+\sqrt{1+(d-1)s}+\sqrt{1-(d-1)s}-2d\Big).
\]

## The coefficient d(d−1)

Let \(P=ee^T\), so that \(P^2=P\) and \(\operatorname{tr}P=1\). Then

\[
T^2=1-2dP+d^2P=1+d(d-2)P,\qquad \operatorname{tr}T^2=d+d(d-2)=d(d-1).
\]

For the energy, set \(p=\sqrt{1+x}\) and \(q=\sqrt{1-x}\), where \(x\) is now a number with \(|x|\le1\). Since \(p^2+q^2=2\) and \(p^2q^2=1-x^2\),

\[
(p+q-2)(p+q+2)=2pq-2=-\frac{2x^2}{pq+1}.
\]

Hence \(p+q-2=-x^2g(x)\) with

\[
g(x)=\frac{2}{(p+q+2)(pq+1)},\qquad g(0)=\frac14 .
\]

Applying this to both pairs of roots gives

\[
\frac{E(s)}{s^2}=-\frac w2\left((d-1)g(s)+(d-1)^2g((d-1)s)\right)\longrightarrow-\frac{d(d-1)w}{8}
\]

as \(s\to0\). Since \(R^{2d}s^2=\alpha^2\), it follows that \(R^{2d}E\to-d(d-1)w\alpha^2/8\) as \(R\to\infty\). Moreover, \(p+q\le2\) and \(pq\le1\) give \(g\ge1/4\), so for \(w\ge0\) the full energy is at most its leading term while no squared frequency is negative.

A factor of two is easily lost by expanding only the \(q_+\) modes. Because \(\operatorname{tr}T=0\), their linear term vanishes without help from the \(q_-\) modes, so the result looks complete, but it is \(-d(d-1)w/16\), half the correct coefficient.

For \(d=3\) the law is \(-\tfrac34w\alpha^2/R^6\), here for two identical harmonic oscillators without damping or retardation. The inverse sixth power is also the leading long-range term in common pairwise dispersion corrections to electronic-structure energies. London's treatment of real atoms involves their excitation spectra, which this model replaces by a single frequency.

## How the Lean statements read

Vectors are functions `Fin d → ℝ`, and `e ⬝ᵥ e = 1` says that \(e\) is a unit vector. `dipoleTensor e` is \(T\), `vecMulVec e e` is \(P\), and `dispersionEnergy d w s` is \(E(s)\).

- `trace_dipoleTensor_sq` states \(\operatorname{tr}T^2=d(d-1)\).
- `zero_point_shift` says that \(\tfrac w2(\operatorname{tr}A+\operatorname{tr}B-2d)=E(s)\) for any frequency matrices `A` and `B` of \(1+sT\) and \(1-sT\); each trace is the sum of the mode frequencies in units of \(w\). It assumes \(d\ge2\) and \(|(d-1)s|<1\), which makes every mode stable. For \(d=1\) the coupling vanishes.
- `london_limit` is the limit in \(s\); `𝓝[≠] 0` means that \(s\) approaches zero without equalling it.
- `london_large_separation` is the limit in \(R\), for \(d\ge1\).
- `energy_le_london` is the upper bound, for \(d\ge2\), \(w\ge0\) and \(|(d-1)s|\le1\).

Lean's square root is zero on negative numbers, so `dispersionEnergy` has physical meaning only in the stable range.

## The complete file

```lean
import Mathlib

open Matrix Filter Topology

namespace LondonDispersionAnyDimension

noncomputable section

variable {d : ℕ}

/-- The dipole coupling tensor `1 - d e eᵀ` in `d` dimensions, for separation direction `e`. -/
def dipoleTensor (e : Fin d → ℝ) : Matrix (Fin d) (Fin d) ℝ :=
  1 - (d : ℝ) • vecMulVec e e

/-- The candidate frequency matrix, in units of `w`: `√(1+s)` across the axis `e` and
`√(1-(d-1)s)` along it. -/
def frequencyMatrix (e : Fin d → ℝ) (s : ℝ) : Matrix (Fin d) (Fin d) ℝ :=
  √(1 + s) • (1 - vecMulVec e e) + √(1 - ((d : ℝ) - 1) * s) • vecMulVec e e

/-- The zero-point energy shift of two coupled Drude oscillators of frequency `w`
(with `ħ = 1`) at coupling strength `s`. -/
def dispersionEnergy (d : ℕ) (w s : ℝ) : ℝ :=
  w / 2 * (((d : ℝ) - 1) * (√(1 + s) + √(1 - s))
    + √(1 + ((d : ℝ) - 1) * s) + √(1 - ((d : ℝ) - 1) * s) - 2 * d)

/-- The factor `g` in `√(1+x) + √(1-x) - 2 = -x² g(x)`, an identity for `|x| ≤ 1`. -/
def pairFactor (x : ℝ) : ℝ :=
  2 / ((√(1 + x) + √(1 - x) + 2) * (√(1 + x) * √(1 - x) + 1))

lemma proj_sq {e : Fin d → ℝ} (he : e ⬝ᵥ e = 1) :
    vecMulVec e e * vecMulVec e e = vecMulVec e e := by
  have he' : ∑ k, e k * e k = 1 := he
  ext i j
  simp only [Matrix.mul_apply, Matrix.vecMulVec_apply]
  calc ∑ k, e i * e k * (e k * e j) = e i * (∑ k, e k * e k) * e j := by
        rw [Finset.mul_sum, Finset.sum_mul]
        exact Finset.sum_congr rfl (fun k _ => by ring)
    _ = e i * e j := by rw [he']; ring

lemma proj_trace {e : Fin d → ℝ} (he : e ⬝ᵥ e = 1) : (vecMulVec e e).trace = 1 := he

lemma proj_mulVec (e v : Fin d → ℝ) : vecMulVec e e *ᵥ v = (e ⬝ᵥ v) • e := by
  ext i
  simp only [Matrix.mulVec, dotProduct, Matrix.vecMulVec_apply, Pi.smul_apply, smul_eq_mul,
    Finset.sum_mul]
  exact Finset.sum_congr rfl (fun k _ => by ring)

/-- The squared dipole tensor has trace `d(d-1)`. -/
theorem trace_dipoleTensor_sq {e : Fin d → ℝ} (he : e ⬝ᵥ e = 1) :
    (dipoleTensor e * dipoleTensor e).trace = (d : ℝ) * (d - 1) := by
  have h : dipoleTensor e * dipoleTensor e
      = 1 + ((d : ℝ) * (d - 2)) • vecMulVec e e := by
    simp only [dipoleTensor, sub_mul, mul_sub, one_mul, mul_one, Matrix.smul_mul,
      Matrix.mul_smul, proj_sq he]
    module
  rw [h, Matrix.trace_add, Matrix.trace_one, Matrix.trace_smul, proj_trace he,
    Fintype.card_fin, smul_eq_mul]
  ring

/-- The potential energy of the coupled oscillators (in units of `w²/2`) separates in the sum
and difference of the displacements, with stiffness matrices `1 + sT` and `1 - sT`. -/
theorem potential_normal_modes (e x y : Fin d → ℝ) (s : ℝ) :
    x ⬝ᵥ x + y ⬝ᵥ y + 2 * s * (x ⬝ᵥ dipoleTensor e *ᵥ y)
      = ((x + y) ⬝ᵥ (1 + s • dipoleTensor e) *ᵥ (x + y)
        + (x - y) ⬝ᵥ (1 - s • dipoleTensor e) *ᵥ (x - y)) / 2 := by
  simp only [dipoleTensor, Matrix.add_mulVec, Matrix.sub_mulVec, Matrix.smul_mulVec,
    Matrix.one_mulVec, proj_mulVec, dotProduct_add, dotProduct_sub, add_dotProduct,
    sub_dotProduct, dotProduct_smul, smul_eq_mul]
  rw [dotProduct_comm y x, dotProduct_comm x e, dotProduct_comm y e]
  ring

/-- Let `A` have a nonnegative quadratic form. If `A²` multiplies the vector `v` by `c²`, with `c >
0`, then `A` multiplies `v` by `c`. -/
theorem frequency_of_mode {A : Matrix (Fin d) (Fin d) ℝ} (hA : ∀ x, 0 ≤ x ⬝ᵥ A *ᵥ x)
    {c : ℝ} (hc : 0 < c) {v : Fin d → ℝ} (h : (A * A) *ᵥ v = c ^ 2 • v) :
    A *ᵥ v = c • v := by
  -- the defect `A v - c v` would be a mode of negative frequency `-c`
  have hy : A *ᵥ (A *ᵥ v - c • v) = (-c) • (A *ᵥ v - c • v) := by
    rw [Matrix.mulVec_sub, Matrix.mulVec_mulVec, h, Matrix.mulVec_smul]
    module
  have h1 := hA (A *ᵥ v - c • v)
  rw [hy, dotProduct_smul, smul_eq_mul] at h1
  have h2 : 0 ≤ (A *ᵥ v - c • v) ⬝ᵥ (A *ᵥ v - c • v) :=
    Finset.sum_nonneg fun i _ => mul_self_nonneg _
  have h3 : (A *ᵥ v - c • v) ⬝ᵥ (A *ᵥ v - c • v) = 0 :=
    le_antisymm (by by_contra hn; push Not at hn; nlinarith [mul_pos hc hn]) h2
  exact sub_eq_zero.mp (dotProduct_self_eq_zero.mp h3)

/-- If no squared frequency is negative, the explicit frequency matrix has a nonnegative quadratic
form and squares to the stiffness `1 + sT`. -/
theorem frequencyMatrix_witness {e : Fin d → ℝ} (he : e ⬝ᵥ e = 1) {s : ℝ}
    (h1 : 0 ≤ 1 + s) (h2 : 0 ≤ 1 - ((d : ℝ) - 1) * s) :
    frequencyMatrix e s * frequencyMatrix e s = 1 + s • dipoleTensor e ∧
      ∀ x, 0 ≤ x ⬝ᵥ frequencyMatrix e s *ᵥ x := by
  constructor
  · have h : frequencyMatrix e s * frequencyMatrix e s = √(1 + s) ^ 2 • (1 - vecMulVec e e)
        + √(1 - ((d : ℝ) - 1) * s) ^ 2 • vecMulVec e e := by
      simp only [frequencyMatrix, add_mul, mul_add, sub_mul, mul_sub, one_mul, mul_one,
        Matrix.smul_mul, Matrix.mul_smul, proj_sq he]
      module
    rw [h, Real.sq_sqrt h1, Real.sq_sqrt h2, dipoleTensor]
    module
  · intro x
    have h : x ⬝ᵥ frequencyMatrix e s *ᵥ x
        = √(1 + s) * ((x - (e ⬝ᵥ x) • e) ⬝ᵥ (x - (e ⬝ᵥ x) • e))
          + √(1 - ((d : ℝ) - 1) * s) * (e ⬝ᵥ x) ^ 2 := by
      simp only [frequencyMatrix, Matrix.add_mulVec, Matrix.sub_mulVec, Matrix.smul_mulVec,
        Matrix.one_mulVec, proj_mulVec, dotProduct_add, dotProduct_sub, sub_dotProduct,
        dotProduct_smul, smul_dotProduct, smul_eq_mul, he]
      rw [dotProduct_comm x e]
      ring
    have h3 : 0 ≤ (x - (e ⬝ᵥ x) • e) ⬝ᵥ (x - (e ⬝ᵥ x) • e) :=
      Finset.sum_nonneg fun i _ => mul_self_nonneg _
    rw [h]
    positivity

/-- For stable modes, the only matrix that has a nonnegative quadratic form and squares to the
stiffness `1 + sT` is the explicit frequency matrix. -/
theorem frequencyMatrix_unique {e : Fin d → ℝ} (he : e ⬝ᵥ e = 1) {s : ℝ}
    (h1 : 0 < 1 + s) (h2 : 0 < 1 - ((d : ℝ) - 1) * s) {A : Matrix (Fin d) (Fin d) ℝ}
    (hA : ∀ x, 0 ≤ x ⬝ᵥ A *ᵥ x) (hsq : A * A = 1 + s • dipoleTensor e) :
    A = frequencyMatrix e s := by
  -- longitudinal mode
  have hAe : A *ᵥ e = √(1 - ((d : ℝ) - 1) * s) • e := by
    refine frequency_of_mode hA (Real.sqrt_pos.2 h2) ?_
    rw [hsq, Real.sq_sqrt h2.le]
    simp only [dipoleTensor, Matrix.add_mulVec, Matrix.sub_mulVec, Matrix.smul_mulVec,
      Matrix.one_mulVec, proj_mulVec, he]
    module
  refine Matrix.mulVec_injective (funext fun v => ?_)
  -- transverse part of an arbitrary displacement
  have hu : e ⬝ᵥ (v - (e ⬝ᵥ v) • e) = 0 := by
    rw [dotProduct_sub, dotProduct_smul, he, smul_eq_mul]
    ring
  have hAu : A *ᵥ (v - (e ⬝ᵥ v) • e) = √(1 + s) • (v - (e ⬝ᵥ v) • e) := by
    refine frequency_of_mode hA (Real.sqrt_pos.2 h1) ?_
    rw [hsq, Real.sq_sqrt h1.le]
    simp only [dipoleTensor, Matrix.add_mulVec, Matrix.sub_mulVec, Matrix.smul_mulVec,
      Matrix.one_mulVec, proj_mulVec, hu]
    module
  calc A *ᵥ v = A *ᵥ (v - (e ⬝ᵥ v) • e) + (e ⬝ᵥ v) • (A *ᵥ e) := by
        rw [← Matrix.mulVec_smul, ← Matrix.mulVec_add, sub_add_cancel]
    _ = frequencyMatrix e s *ᵥ v := by
        rw [hAu, hAe]
        simp only [frequencyMatrix, Matrix.add_mulVec, Matrix.sub_mulVec, Matrix.smul_mulVec,
          Matrix.one_mulVec, proj_mulVec]
        module

lemma abs_le_coupling (hd : 2 ≤ d) (s : ℝ) : |s| ≤ |((d : ℝ) - 1) * s| := by
  have h : (2 : ℝ) ≤ d := by exact_mod_cast hd
  rw [abs_mul, abs_of_nonneg (by linarith : (0 : ℝ) ≤ (d : ℝ) - 1)]
  nlinarith [abs_nonneg s]

/-- Half the summed normal-mode frequencies, minus the value for uncoupled oscillators, is the
dispersion energy; `A` and `B` are the frequency matrices of the two sets of modes. -/
theorem zero_point_shift (hd : 2 ≤ d) {e : Fin d → ℝ} (he : e ⬝ᵥ e = 1) (w : ℝ) {s : ℝ}
    (hs : |((d : ℝ) - 1) * s| < 1) {A B : Matrix (Fin d) (Fin d) ℝ}
    (hA : ∀ x, 0 ≤ x ⬝ᵥ A *ᵥ x) (hA2 : A * A = 1 + s • dipoleTensor e)
    (hB : ∀ x, 0 ≤ x ⬝ᵥ B *ᵥ x) (hB2 : B * B = 1 - s • dipoleTensor e) :
    w / 2 * (A.trace + B.trace - 2 * d) = dispersionEnergy d w s := by
  have h1 := abs_lt.mp ((abs_le_coupling hd s).trans_lt hs)
  have h2 := abs_lt.mp hs
  have htr : ∀ t, (frequencyMatrix e t).trace
      = √(1 + t) * ((d : ℝ) - 1) + √(1 - ((d : ℝ) - 1) * t) := fun t => by
    rw [frequencyMatrix, Matrix.trace_add, Matrix.trace_smul, Matrix.trace_smul,
      Matrix.trace_sub, Matrix.trace_one, proj_trace he, Fintype.card_fin, smul_eq_mul,
      smul_eq_mul, mul_one]
  rw [frequencyMatrix_unique he (by linarith) (by linarith) hA hA2,
    frequencyMatrix_unique (s := -s) he (by linarith) (by linarith) hB
      (by rw [hB2, neg_smul, sub_eq_add_neg]), htr, htr, dispersionEnergy,
    mul_neg, sub_neg_eq_add, ← sub_eq_add_neg]
  ring

lemma pair_eq {x : ℝ} (hx : |x| ≤ 1) :
    √(1 + x) + √(1 - x) - 2 = -(x ^ 2 * pairFactor x) := by
  have h := abs_le.mp hx
  have hp := Real.sq_sqrt (by linarith : 0 ≤ 1 + x)
  have hq := Real.sq_sqrt (by linarith : 0 ≤ 1 - x)
  unfold pairFactor
  set p := √(1 + x)
  set q := √(1 - x)
  have hD : (p + q + 2) * (p * q + 1) ≠ 0 := by positivity
  have key : p + q - 2 = -(2 * x ^ 2) / ((p + q + 2) * (p * q + 1)) := by
    rw [eq_div_iff hD]
    linear_combination (p * q + 1 + 2 * q ^ 2) * hp + (p * q + 1 + 2 * (1 + x)) * hq
  rw [key]
  ring

lemma pair_le {x : ℝ} (hx : |x| ≤ 1) : √(1 + x) + √(1 - x) - 2 ≤ -(x ^ 2 / 4) := by
  have h := abs_le.mp hx
  have hp := Real.sq_sqrt (by linarith : 0 ≤ 1 + x)
  have hq := Real.sq_sqrt (by linarith : 0 ≤ 1 - x)
  have hg : 1 / 4 ≤ pairFactor x := by
    unfold pairFactor
    set p := √(1 + x)
    set q := √(1 - x)
    have h1 : p + q + 2 ≤ 4 := by nlinarith [sq_nonneg (p - 1), sq_nonneg (q - 1)]
    have h2 : p * q + 1 ≤ 2 := by nlinarith [sq_nonneg (p - q)]
    have h3 := mul_le_mul h1 h2 (by positivity) (by norm_num)
    rw [le_div_iff₀ (by positivity)]
    linarith
  rw [pair_eq hx]
  nlinarith [mul_le_mul_of_nonneg_left hg (sq_nonneg x)]

/-- An expression without cancellation that equals the dispersion energy divided by `-s²` for small
nonzero `s`. -/
def reducedEnergy (d : ℕ) (w s : ℝ) : ℝ :=
  w / 2 * (((d : ℝ) - 1) * pairFactor s
    + ((d : ℝ) - 1) ^ 2 * pairFactor (((d : ℝ) - 1) * s))

lemma energy_near_zero (d : ℕ) (w : ℝ) :
    ∀ᶠ s in 𝓝 (0 : ℝ), dispersionEnergy d w s = -(s ^ 2 * reducedEnergy d w s) := by
  have hc : ∀ c : ℝ, ∀ᶠ s in 𝓝 (0 : ℝ), |c * s| < 1 := fun c => by
    have h : Tendsto (fun s : ℝ => |c * s|) (𝓝 0) (𝓝 0) :=
      Continuous.tendsto' (by fun_prop) 0 0 (by simp)
    exact h.eventually_lt_const zero_lt_one
  filter_upwards [hc 1, hc ((d : ℝ) - 1)] with s h1 h2
  rw [one_mul] at h1
  unfold dispersionEnergy reducedEnergy
  linear_combination w / 2 * ((d : ℝ) - 1) * pair_eq h1.le + w / 2 * pair_eq h2.le

lemma reducedEnergy_tendsto (d : ℕ) (w : ℝ) :
    Tendsto (reducedEnergy d w) (𝓝 0) (𝓝 ((d : ℝ) * (d - 1) * w / 8)) := by
  have hg : Continuous pairFactor := by
    unfold pairFactor
    exact continuous_const.div (by fun_prop) (fun x => by positivity)
  have h0 : pairFactor 0 = 1 / 4 := by norm_num [pairFactor]
  refine Continuous.tendsto' (by unfold reducedEnergy; fun_prop) _ _ ?_
  rw [reducedEnergy, mul_zero, h0]
  ring

/-- London's leading term in `d` dimensions: `E(s)/s²` tends to `-d(d-1)w/8` as the coupling
`s` tends to zero. -/
theorem london_limit (d : ℕ) (w : ℝ) :
    Tendsto (fun s => dispersionEnergy d w s / s ^ 2) (𝓝[≠] 0)
      (𝓝 (-((d : ℝ) * (d - 1) * w / 8))) := by
  refine ((reducedEnergy_tendsto d w).neg.mono_left nhdsWithin_le_nhds).congr' ?_
  filter_upwards [(energy_near_zero d w).filter_mono nhdsWithin_le_nhds,
    self_mem_nhdsWithin] with s h hs
  have hs' : s ≠ 0 := hs
  rw [h, neg_div, mul_div_cancel_left₀ _ (pow_ne_zero 2 hs')]

/-- With `s = α/R^d`, the energy times `R^(2d)` tends to `-d(d-1)wα²/8` at large separation. -/
theorem london_large_separation (hd : 1 ≤ d) (w α : ℝ) :
    Tendsto (fun R : ℝ => R ^ (2 * d) * dispersionEnergy d w (α / R ^ d)) atTop
      (𝓝 (-(α ^ 2 * ((d : ℝ) * (d - 1) * w / 8)))) := by
  have hs : Tendsto (fun R : ℝ => α / R ^ d) atTop (𝓝 0) :=
    tendsto_const_nhds.div_atTop (tendsto_pow_atTop (by omega))
  refine (((reducedEnergy_tendsto d w).comp hs).const_mul (α ^ 2)).neg.congr' ?_
  filter_upwards [hs.eventually (energy_near_zero d w), eventually_gt_atTop 0] with R h hR
  have hR' : R ^ d ≠ 0 := (pow_pos hR d).ne'
  have h2 : R ^ (2 * d) * (α / R ^ d) ^ 2 = α ^ 2 := by
    rw [mul_comm 2 d, pow_mul, ← mul_pow, mul_div_cancel₀ _ hR']
  rw [h, Function.comp_apply]
  linear_combination reducedEnergy d w (α / R ^ d) * h2

/-- As long as no squared mode frequency is negative, the dispersion energy is at most its
leading term `-d(d-1)w s²/8`. -/
theorem energy_le_london (hd : 2 ≤ d) {w s : ℝ} (hw : 0 ≤ w)
    (hs : |((d : ℝ) - 1) * s| ≤ 1) :
    dispersionEnergy d w s ≤ -((d : ℝ) * (d - 1) * w / 8 * s ^ 2) := by
  have hd' : (2 : ℝ) ≤ d := by exact_mod_cast hd
  have h1 := pair_le ((abs_le_coupling hd s).trans hs)
  have h2 := pair_le hs
  have h3 := mul_le_mul_of_nonneg_left (add_le_add
    (mul_le_mul_of_nonneg_left h1 (by linarith : (0 : ℝ) ≤ (d : ℝ) - 1)) h2)
    (by positivity : 0 ≤ w / 2)
  unfold dispersionEnergy
  linarith

end

end LondonDispersionAnyDimension
```

```lean
#print axioms LondonDispersionAnyDimension.zero_point_shift
-- 'LondonDispersionAnyDimension.zero_point_shift' depends on axioms: [propext, Classical.choice, Quot.sound]
#print axioms LondonDispersionAnyDimension.london_limit
-- 'LondonDispersionAnyDimension.london_limit' depends on axioms: [propext, Classical.choice, Quot.sound]
#print axioms LondonDispersionAnyDimension.london_large_separation
-- 'LondonDispersionAnyDimension.london_large_separation' depends on axioms: [propext, Classical.choice, Quot.sound]
#print axioms LondonDispersionAnyDimension.energy_le_london
-- 'LondonDispersionAnyDimension.energy_le_london' depends on axioms: [propext, Classical.choice, Quot.sound]
```

## From the stiffness to the energy

`proj_sq` and `proj_trace` supply \(P^2=P\) and \(\operatorname{tr}P=1\), from which the trace of \(T^2\) follows as above. `potential_normal_modes` proves the separation with the unnormalised \(x\pm y\), hence its division by 2.

The central lemma is `frequency_of_mode`. Suppose \(A^2v=c^2v\) with \(c>0\), and let \(z=Av-cv\). Then \(Az=c^2v-cAv=-cz\), so \(0\le z\cdot Az=-c\,z\cdot z\). This forces \(z=0\), that is, \(Av=cv\). Symmetry of \(A\) is not needed.

`frequencyMatrix_witness` checks that \(\sqrt{1+s}\,(1-P)+\sqrt{1-(d-1)s}\,P\) is a frequency matrix. `frequencyMatrix_unique` splits an arbitrary vector into parts along and across \(e\) and applies the central lemma to each, so there is no other. `zero_point_shift` then takes traces, using \(-s\) for `B`; `abs_le_coupling` supplies the bound on \(|s|\).

## From the energy to the limits

`pair_eq` is the rationalisation, with `pairFactor` as \(g\); `linear_combination` verifies the identity from the squares of the two roots. `energy_near_zero` applies it to both pairs, which is legitimate once \(|s|\) and \(|(d-1)s|\) are below 1. `reducedEnergy_tendsto` uses the continuity of \(g\) and its value at zero.

`london_limit` cancels \(s^2\), while `london_large_separation` composes the same limit with \(s=\alpha/R^d\to0\). `pair_le` proves \(g\ge1/4\), and `energy_le_london` adds the resulting inequalities with weights \(d-1\) and \(1\).
